# The Berry curvature of a twice continuously differentiable orthonormal frame needs only first derivatives

Suppose the Berry curvature of a group of bands is computed straight from its definition. The connection contains first derivatives of the states, and the curvature differentiates it again, so second derivatives enter. They cancel in the final answer, but their finite-difference errors need not. The phases of the states, and the mixing of degenerate ones, are also arbitrary at each wave vector. A diagonalisation routine does not match them between neighbouring points, so differences of the states may mean nothing.

Both difficulties are met by rewriting the curvature, first without second derivatives and then with derivatives of the band projector only. Let the m columns of an n by m matrix U(p) be orthonormal states in an n-dimensional space, written in an orthonormal basis that is the same for every p. Here p is the wave vector or another set of real parameters, and U is twice continuously differentiable in p. Write ∂_v for the derivative in direction v, A_v = U†∂_vU for the connection and [X, Y] = XY − YX. The central identity is

    ∂_vA_w − ∂_wA_v + [A_v, A_w]
      = (∂_vU)†(1 − UU†)∂_wU − (∂_wU)†(1 − UU†)∂_vU.

In the code `E` is the parameter space, not an energy. It may be any real normed space; for the plane, v and w are the x and y directions. The types `n` and `m` label basis states and bands.

In Lean 4 with Mathlib:

```lean
import Mathlib

open Matrix

namespace NonabelianBerryCurvature

noncomputable section

variable {E : Type*} [NormedAddCommGroup E] [NormedSpace ℝ E]
variable {l n m : Type*}
```

## Derivatives of matrices

A matrix is differentiated entry by entry, (∂_vF)_ij = ∂_v(F_ij). The letter F stands for a general matrix function here and in the next two results; afterwards it denotes the curvature. The direction v need not have unit length.

```lean
/-- The derivative of a matrix-valued function in the parameter direction `v`,
taken entry by entry. -/
def dirDeriv (v : E) (F : E → Matrix n m ℂ) (p : E) : Matrix n m ℂ :=
  Matrix.of fun i j => fderiv ℝ (fun q => F q i j) p v
```

For a product, (FG)_ij = Σ_k F_ik G_kj, and the scalar product rule gives

    ∂_v(FG)_ij = Σ_k [(∂_vF_ik)G_kj + F_ik(∂_vG_kj)],

which is ∂_v(FG) = (∂_vF)G + F(∂_vG). The proof applies the scalar rule to each term and adds the terms; `ring` reorders numbers only, never matrices.

```lean
/-- The product rule for differentiable matrix-valued functions, with the order of the
factors kept. -/
theorem dirDeriv_mul [Fintype n] (v : E) {F : E → Matrix l n ℂ} {G : E → Matrix n m ℂ}
    {p : E} (hF : ∀ i j, DifferentiableAt ℝ (fun q => F q i j) p)
    (hG : ∀ i j, DifferentiableAt ℝ (fun q => G q i j) p) :
    dirDeriv v (fun q => F q * G q) p = dirDeriv v F p * G p + F p * dirDeriv v G p := by
  ext i j
  change fderiv ℝ (fun q => ∑ k, F q i k * G q k j) p v =
    ∑ k, fderiv ℝ (fun q => F q i k) p v * G p k j +
      ∑ k, F p i k * fderiv ℝ (fun q => G q k j) p v
  have h : ∀ k, HasFDerivAt (fun q => F q i k * G q k j)
      (F p i k • fderiv ℝ (fun q => G q k j) p + G p k j • fderiv ℝ (fun q => F q i k) p) p :=
    fun k => (hF i k).hasFDerivAt.mul (hG k j).hasFDerivAt
  rw [(HasFDerivAt.fun_sum (u := Finset.univ) fun k _ => h k).fderiv,
    ← Finset.sum_add_distrib]
  simp only [_root_.sum_apply, _root_.add_apply, _root_.smul_apply, smul_eq_mul]
  exact Finset.sum_congr rfl fun k _ => by ring
```

The parameters are real, so complex conjugation commutes with ∂_v. Transposing as well gives ∂_v(F†) = (∂_vF)†.

```lean
/-- For a differentiable matrix-valued function, the derivative of the adjoint is the
adjoint of the derivative. -/
theorem dirDeriv_conjTranspose (v : E) {F : E → Matrix n m ℂ} {p : E}
    (hF : ∀ i j, DifferentiableAt ℝ (fun q => F q i j) p) :
    dirDeriv v (fun q => (F q)ᴴ) p = (dirDeriv v F p)ᴴ := by
  ext i j
  change fderiv ℝ (fun q => star (F q j i)) p v = star (fderiv ℝ (fun q => F q j i) p v)
  rw [(hF j i).hasFDerivAt.star.fderiv]
  rfl
```

For a twice continuously differentiable function f, the first derivative Df is itself differentiable. Evaluating Df at a fixed w is a linear operation, so by the chain rule

    ∂_v(∂_wf) = D²f(v, w).

```lean
/-- A directional derivative of a twice continuously differentiable function is itself
differentiable, and its derivative is the second derivative with `w` in the second slot. -/
theorem hasFDerivAt_fderiv_apply {f : E → ℂ} (hf : ContDiff ℝ 2 f) (w p : E) :
    HasFDerivAt (fun q => fderiv ℝ f q w)
      ((ContinuousLinearMap.apply ℝ ℂ w).comp (fderiv ℝ (fderiv ℝ f) p)) p := by
  have h1 : ContDiff ℝ 1 (fderiv ℝ f) := hf.fderiv_right (by norm_num)
  have h2 : DifferentiableAt ℝ (fderiv ℝ f) p := h1.differentiable (by norm_num) p
  exact (ContinuousLinearMap.apply ℝ ℂ w).hasFDerivAt.comp p h2.hasFDerivAt
```

The second derivative is symmetric, D²f(v, w) = D²f(w, v). Applied to every entry, this gives ∂_v∂_wU = ∂_w∂_vU.

```lean
/-- Mixed second derivatives of a twice continuously differentiable matrix-valued function
do not depend on the order of differentiation. -/
theorem dirDeriv_comm {U : E → Matrix n m ℂ}
    (hU : ∀ i j, ContDiff ℝ 2 (fun q => U q i j)) (v w p : E) :
    dirDeriv v (dirDeriv w U) p = dirDeriv w (dirDeriv v U) p := by
  ext i j
  change fderiv ℝ (fun q => fderiv ℝ (fun r => U r i j) q w) p v =
    fderiv ℝ (fun q => fderiv ℝ (fun r => U r i j) q v) p w
  rw [(hasFDerivAt_fderiv_apply (hU i j) w p).fderiv,
    (hasFDerivAt_fderiv_apply (hU i j) v p).fderiv]
  have h1 : ContDiff ℝ 1 (fderiv ℝ (fun r => U r i j)) := (hU i j).fderiv_right (by norm_num)
  exact second_derivative_symmetric
    (fun y => ((hU i j).differentiable (by norm_num) y).hasFDerivAt)
    (h1.differentiable (by norm_num) p).hasFDerivAt v w
```

## Frame, connection and curvature

The hypotheses on U are collected in `IsFrame`: each entry is twice continuously differentiable, and U†U = 1 at every parameter value. No Hamiltonian appears. That an isolated group of bands of a given Hamiltonian possesses such a frame is the step left to the application.

```lean
variable [Fintype n] [Fintype m] [DecidableEq n] [DecidableEq m]

/-- A frame: a twice continuously differentiable family of matrices with orthonormal
columns. -/
structure IsFrame (U : E → Matrix n m ℂ) : Prop where
  smooth : ∀ i j, ContDiff ℝ 2 (fun q => U q i j)
  orthonormal : ∀ q, (U q)ᴴ * U q = 1
```

The connection is defined without a factor of i, so it is anti-Hermitian for a frame. Texts that use the Hermitian connection iU†∂_vU have i times the curvature below.

```lean
/-- The Berry connection `A_v = U† ∂_v U`. -/
def connection (U : E → Matrix n m ℂ) (v p : E) : Matrix m m ℂ :=
  (U p)ᴴ * dirDeriv v U p
```

The curvature is F_vw = ∂_vA_w − ∂_wA_v + [A_v, A_w]. For a single band, m = 1, the commutator vanishes.

```lean
/-- The non-abelian Berry curvature `∂_v A_w - ∂_w A_v + [A_v, A_w]`. -/
def curvature (U : E → Matrix n m ℂ) (v w p : E) : Matrix m m ℂ :=
  dirDeriv v (connection U w) p - dirDeriv w (connection U v) p +
    (connection U v p * connection U w p - connection U w p * connection U v p)
```

The matrix P = UU† projects onto the span of the bands when U is a frame.

```lean
/-- The matrix `P = U U†`. -/
def projector (U : E → Matrix n m ℂ) (p : E) : Matrix n n ℂ := U p * (U p)ᴴ
```

## Removing the second derivatives

Differentiating U†U = 1 gives

    (∂_vU)†U + U†∂_vU = 0,

so (∂_vU)†U = −A_v. In the proof, `h` is the product rule and `h0` says that the constant matrix 1 has zero derivative.

```lean
omit [Fintype m] [DecidableEq n] in
/-- For a frame, `(∂_v U)† U = -U† ∂_v U`: the Berry connection is anti-Hermitian. -/
theorem connection_antiHermitian {U : E → Matrix n m ℂ} (hU : IsFrame U) (v p : E) :
    (dirDeriv v U p)ᴴ * U p = -((U p)ᴴ * dirDeriv v U p) := by
  have hd : ∀ i j, DifferentiableAt ℝ (fun q => U q i j) p :=
    fun i j => (hU.smooth i j).differentiable (by norm_num) p
  -- differentiate the orthonormality condition
  have h : dirDeriv v (fun q => (U q)ᴴ * U q) p =
      dirDeriv v (fun q => (U q)ᴴ) p * U p + (U p)ᴴ * dirDeriv v U p :=
    dirDeriv_mul v (fun i j => (hd j i).star) hd
  have h1 : (fun q => (U q)ᴴ * U q) = fun _ => 1 := funext hU.orthonormal
  have h0 : dirDeriv v (fun _ : E => (1 : Matrix m m ℂ)) p = 0 := by
    ext i j
    simp [dirDeriv]
  rw [h1, h0, dirDeriv_conjTranspose v hd] at h
  exact eq_neg_of_add_eq_zero_left h.symm
```

The product rule applied to the connection gives

    ∂_vA_w = (∂_vU)†∂_wU + U†∂_v∂_wU.

When v and w are exchanged and the results subtracted, the mixed derivatives cancel:

    ∂_vA_w − ∂_wA_v = (∂_vU)†∂_wU − (∂_wU)†∂_vU.

The commutator supplies the projector. Since (∂_vU)†U = −A_v and U†∂_wU = A_w,

    (∂_vU)†(1 − UU†)∂_wU = (∂_vU)†∂_wU + A_vA_w.

Subtracting the same line with v and w exchanged gives the curvature on the right, which is the central identity. `curvature_eq` states it for every frame, every pair of directions and every point. Its proof has the same parts: `hA` is the derivative of the connection, `key` is the last displayed line, `dirDeriv_comm` matches the second derivatives, and `abel` cancels them.

```lean
/-- The Berry curvature of a frame is
`(∂_v U)† (1 - U U†) ∂_w U` minus the same expression with `v` and `w` exchanged. -/
theorem curvature_eq {U : E → Matrix n m ℂ} (hU : IsFrame U) (v w p : E) :
    curvature U v w p =
      (dirDeriv v U p)ᴴ * (1 - U p * (U p)ᴴ) * dirDeriv w U p -
        (dirDeriv w U p)ᴴ * (1 - U p * (U p)ᴴ) * dirDeriv v U p := by
  have hd : ∀ i j, DifferentiableAt ℝ (fun q => U q i j) p :=
    fun i j => (hU.smooth i j).differentiable (by norm_num) p
  have hA : ∀ a b : E, dirDeriv a (connection U b) p =
      (dirDeriv a U p)ᴴ * dirDeriv b U p + (U p)ᴴ * dirDeriv a (dirDeriv b U) p := by
    intro a b
    rw [← dirDeriv_conjTranspose a hd]
    exact dirDeriv_mul a (F := fun q => (U q)ᴴ) (G := dirDeriv b U)
      (fun i j => (hd j i).star)
      (fun i j => (hasFDerivAt_fderiv_apply (hU.smooth i j) b p).differentiableAt)
  -- the projector contributes a product of two connections
  have key : ∀ a b : E, (dirDeriv a U p)ᴴ * (1 - U p * (U p)ᴴ) * dirDeriv b U p =
      (dirDeriv a U p)ᴴ * dirDeriv b U p + connection U a p * connection U b p := by
    intro a b
    have h : (dirDeriv a U p)ᴴ * (U p * (U p)ᴴ) * dirDeriv b U p =
        ((dirDeriv a U p)ᴴ * U p) * ((U p)ᴴ * dirDeriv b U p) := by
      simp only [Matrix.mul_assoc]
    rw [Matrix.mul_sub, Matrix.mul_one, Matrix.sub_mul, h, connection_antiHermitian hU,
      Matrix.neg_mul, sub_neg_eq_add]
    rfl
  unfold curvature
  rw [hA v w, hA w v, dirDeriv_comm hU.smooth w v, key, key]
  abel
```

If m = n, the frame spans the whole space, 1 − UU† = 0, and the curvature vanishes.

## The curvature from the band projector

Write Q = 1 − P. The product rule gives

    ∂_vP = (∂_vU)U† + U(∂_vU)†.

Multiplying by U† on the left, and separately multiplying ∂_wP by U on the right, gives

    U†∂_vP = A_vU† + (∂_vU)†
    (∂_wP)U = ∂_wU + U(∂_wU)†U = ∂_wU − UU†∂_wU = Q∂_wU.

Because U†Q = U† − U†UU† = 0, the term with A_v drops out of the product:

    U†(∂_vP)(∂_wP)U = (∂_vU)†Q∂_wU.

Antisymmetrising in v and w and using the central identity gives

    F_vw = U†[∂_vP, ∂_wP]U.

The two one-sided products are `hl` and `hr` in the proof, and `hUQ` is U†Q = 0.

```lean
/-- The Berry curvature of a frame is `U† [∂_v P, ∂_w P] U` with `P = U U†`. -/
theorem curvature_eq_projector {U : E → Matrix n m ℂ} (hU : IsFrame U) (v w p : E) :
    curvature U v w p =
      (U p)ᴴ * (dirDeriv v (projector U) p * dirDeriv w (projector U) p -
        dirDeriv w (projector U) p * dirDeriv v (projector U) p) * U p := by
  have hd : ∀ i j, DifferentiableAt ℝ (fun q => U q i j) p :=
    fun i j => (hU.smooth i j).differentiable (by norm_num) p
  have hP : ∀ a : E, dirDeriv a (projector U) p =
      dirDeriv a U p * (U p)ᴴ + U p * (dirDeriv a U p)ᴴ := by
    intro a
    rw [← dirDeriv_conjTranspose a hd]
    exact dirDeriv_mul a (F := U) (G := fun q => (U q)ᴴ) hd (fun i j => (hd j i).star)
  have hUQ : (U p)ᴴ * (1 - U p * (U p)ᴴ) = 0 := by
    rw [Matrix.mul_sub, Matrix.mul_one, ← Matrix.mul_assoc, hU.orthonormal, Matrix.one_mul,
      sub_self]
  -- two derivatives of P between frames give the projected overlap
  have key : ∀ a b : E,
      (U p)ᴴ * (dirDeriv a (projector U) p * dirDeriv b (projector U) p) * U p =
        (dirDeriv a U p)ᴴ * (1 - U p * (U p)ᴴ) * dirDeriv b U p := by
    intro a b
    have hl : (U p)ᴴ * dirDeriv a (projector U) p =
        (U p)ᴴ * dirDeriv a U p * (U p)ᴴ + (dirDeriv a U p)ᴴ := by
      rw [hP, Matrix.mul_add, ← Matrix.mul_assoc, ← Matrix.mul_assoc, hU.orthonormal,
        Matrix.one_mul]
    have hr : dirDeriv b (projector U) p * U p = (1 - U p * (U p)ᴴ) * dirDeriv b U p := by
      rw [hP, Matrix.add_mul, Matrix.mul_assoc, hU.orthonormal, Matrix.mul_one,
        Matrix.mul_assoc, connection_antiHermitian hU, Matrix.mul_neg, Matrix.sub_mul,
        Matrix.one_mul, Matrix.mul_assoc, sub_eq_add_neg]
    rw [← Matrix.mul_assoc, Matrix.mul_assoc, hr, hl, ← Matrix.mul_assoc, Matrix.add_mul,
      Matrix.mul_assoc _ (U p)ᴴ, hUQ, Matrix.mul_zero, zero_add]
  rw [curvature_eq hU, ← key, ← key, ← Matrix.sub_mul, ← Matrix.mul_sub]
```

The trace is cyclic, so tr(U†XU) = tr(UU†X) = tr(PX), and therefore

    tr F_vw = tr(P[∂_vP, ∂_wP]).

For an isolated group of bands of non-interacting electrons in two dimensions, written in a finite orthonormal basis that does not depend on the wave vector, and with v and w along the two wave-vector axes, this trace is, up to a constant factor, the integrand of the first Chern number. The theorem is local: it concerns the integrand at a point and makes no statement about the integral or its being an integer.

```lean
/-- The trace of the Berry curvature of a frame is `tr (P [∂_v P, ∂_w P])` with
`P = U U†`. -/
theorem trace_curvature {U : E → Matrix n m ℂ} (hU : IsFrame U) (v w p : E) :
    (curvature U v w p).trace =
      (projector U p * (dirDeriv v (projector U) p * dirDeriv w (projector U) p -
        dirDeriv w (projector U) p * dirDeriv v (projector U) p)).trace := by
  rw [curvature_eq_projector hU, Matrix.trace_mul_comm, ← Matrix.mul_assoc]
  rfl
```

A change of gauge replaces U by Ug, where g is an m by m unitary matrix whose entries are twice continuously differentiable functions of the parameters. The predicate `IsFrame` also expresses this condition on g, because g†g = 1 implies gg† = 1 for a square matrix. Hence

    (Ug)(Ug)† = Ugg†U† = UU†,

so the projector is unchanged, and the projector formula gives

    F_vw → (Ug)†[∂_vP, ∂_wP](Ug) = g†F_vw g.

The proof first checks that Ug is again a frame, then that the projectors agree. No derivative of g has to be expanded.

```lean
/-- Under a twice continuously differentiable unitary change `U → U g` of a frame, the Berry
curvature `F` becomes `g† F g`. -/
theorem curvature_gauge {U : E → Matrix n m ℂ} {g : E → Matrix m m ℂ}
    (hU : IsFrame U) (hg : IsFrame g) (v w p : E) :
    curvature (fun q => U q * g q) v w p = (g p)ᴴ * curvature U v w p * g p := by
  have hUg : IsFrame (fun q => U q * g q) := by
    refine ⟨fun i j => ?_, fun q => ?_⟩
    · change ContDiff ℝ 2 (fun q => ∑ k, U q i k * g q k j)
      exact ContDiff.sum fun k _ => (hU.smooth i k).mul (hg.smooth k j)
    · rw [conjTranspose_mul, Matrix.mul_assoc, ← Matrix.mul_assoc (U q)ᴴ,
        hU.orthonormal, Matrix.one_mul, hg.orthonormal]
  -- both frames have the same projector
  have hP : projector (fun q => U q * g q) = projector U := by
    funext q
    change U q * g q * (U q * g q)ᴴ = U q * (U q)ᴴ
    rw [conjTranspose_mul, Matrix.mul_assoc, ← Matrix.mul_assoc (g q),
      mul_eq_one_comm.mp (hg.orthonormal q), Matrix.one_mul]
  rw [curvature_eq_projector hUg, hP, curvature_eq_projector hU]
  simp only [conjTranspose_mul, Matrix.mul_assoc]
```

## A spin-1/2 state at the equator

A spin pointing along the polar angles (θ, φ) has the state

    U = (cos(θ/2), e^{iφ} sin(θ/2)),

read as a column, so n = 2 and m = 1.

```lean
/-- The spin-1/2 state `(cos(θ/2), exp(iφ) sin(θ/2))` as a function of `(θ, φ)`. -/
def spinState (q : ℝ × ℝ) : Matrix (Fin 2) (Fin 1) ℂ :=
  !![((Real.cos (q.1 / 2) : ℝ) : ℂ);
    Complex.exp (Complex.I * (q.2 : ℂ)) * ((Real.sin (q.1 / 2) : ℝ) : ℂ)]
```

Its entries are smooth, and its squared norm is cos²(θ/2) + |e^{iφ}|² sin²(θ/2) = 1. The theorem below confirms that the state is a frame over the plane of angles; the curvature is then computed by hand.

```lean
/-- The spin-1/2 state is a frame over the plane of the angles `(θ, φ)`. -/
theorem spinState_witness : IsFrame spinState := by
  have hr : ContDiff ℝ 2 (fun x : ℝ => (x : ℂ)) := Complex.ofRealCLM.contDiff
  refine ⟨fun i j => ?_, fun q => ?_⟩
  · rw [Subsingleton.elim j 0]
    revert i
    rw [Fin.forall_fin_two]
    exact ⟨hr.comp (Real.contDiff_cos.comp (contDiff_fst.div_const 2)),
      (contDiff_const.mul (hr.comp contDiff_snd)).cexp.mul
        (hr.comp (Real.contDiff_sin.comp (contDiff_fst.div_const 2)))⟩
  · ext i j
    rw [Subsingleton.elim i 0, Subsingleton.elim j 0, Matrix.mul_apply, Fin.sum_univ_two,
      Matrix.one_apply_eq]
    change (starRingEnd ℂ) ((Real.cos (q.1 / 2) : ℝ) : ℂ) * ((Real.cos (q.1 / 2) : ℝ) : ℂ) +
      (starRingEnd ℂ) (Complex.exp (Complex.I * (q.2 : ℂ)) * ((Real.sin (q.1 / 2) : ℝ) : ℂ)) *
        (Complex.exp (Complex.I * (q.2 : ℂ)) * ((Real.sin (q.1 / 2) : ℝ) : ℂ)) = 1
    -- the phase has modulus one
    have hE : (starRingEnd ℂ) (Complex.exp (Complex.I * (q.2 : ℂ))) *
        Complex.exp (Complex.I * (q.2 : ℂ)) = 1 := by
      rw [← Complex.exp_conj, ← Complex.exp_add]
      simp
    have hcs : ((Real.sin (q.1 / 2) : ℝ) : ℂ) ^ 2 + ((Real.cos (q.1 / 2) : ℝ) : ℂ) ^ 2 = 1 := by
      rw [← Complex.ofReal_pow, ← Complex.ofReal_pow, ← Complex.ofReal_add,
        Real.sin_sq_add_cos_sq, Complex.ofReal_one]
    simp only [map_mul, Complex.conj_ofReal]
    linear_combination ((Real.sin (q.1 / 2) : ℝ) : ℂ) ^ 2 * hE + hcs

end

end NonabelianBerryCurvature
```

Take θ = π/2 and φ = 0. Then

    U = (1, 1)/√2
    ∂_θU = (−1, 1)/(2√2)
    ∂_φU = (0, i)/√2.

The matrix 1 − UU† has diagonal entries 1/2 and off-diagonal entries −1/2, so

    (1 − UU†)∂_φU = i(−1, 1)/(2√2)
    (∂_θU)†(1 − UU†)∂_φU = i(1 + 1)/8 = i/4.

The exchanged term is the complex conjugate, −i/4, and the difference is F_θφ = i/2.

The definition gives the same value. At general angles A_θ = 0 and A_φ = i sin²(θ/2), so

    F_θφ = ∂_θA_φ = i sin(θ/2) cos(θ/2) = (i/2) sin θ,

which is i/2 at θ = π/2.

```lean
#print axioms NonabelianBerryCurvature.trace_curvature
#print axioms NonabelianBerryCurvature.curvature_gauge
```

```
'NonabelianBerryCurvature.trace_curvature' depends on axioms: [propext, Classical.choice, Quot.sound]
'NonabelianBerryCurvature.curvature_gauge' depends on axioms: [propext, Classical.choice, Quot.sound]
```
